# With a positive semidefinite repulsion and occupations in [0,1], raising the positive power-functional exponent at fixed density matrix never lowers the energy

A fractional power of a density matrix needs a definition, and here it is the spectral one. Let $G$ be a Hermitian one-particle density matrix on a finite grid, with entries $G_{xy}$, orthonormal natural orbitals $\varphi_i$ and occupations $n_i$. Then $G^a$ keeps the orbitals and replaces each $n_i$ by $n_i^a$:

$$(G^a)_{xy}=\sum_i n_i^a\,\varphi_i(x)\,\varphi_i(y)^* .$$

This is not an entry-by-entry power of $G_{xy}$. Let $w(x,y)$ be a real interaction kernel whose quadratic form $\sum_{xy}v(x)w(x,y)v(y)$ is nonnegative for every real $v$. If $0\le G\le 1$ as matrices and $0<a\le b$, then

$$\sum_{xy}w(x,y)\,|(G^b)_{xy}|^2\;\le\;\sum_{xy}w(x,y)\,|(G^a)_{xy}|^2 .$$

The power functional subtracts half of this exchange sum from the one-body and Hartree energies, which do not depend on the exponent. Its energy $E_a(G)$ therefore satisfies $E_a(G)\le E_b(G)$. The exponent $1/2$ gives the Müller functional and $1$ gives the Hartree–Fock expression, so at fixed $G$ any exponent between them gives an energy between theirs. For fractional occupations, $G$ is not the density matrix of a single Slater determinant, although the Hartree–Fock expression is still defined.

## One set of exchange integrals for every exponent

In density-matrix functional calculations on a finite grid, an orbital-based evaluation of the power functional relies on the identity

$$\sum_{xy}w(x,y)|(G^a)_{xy}|^2=\sum_{ij}n_i^a n_j^a K_{ij},$$

where $K_{ij}$ is the exchange integral of orbitals $i$ and $j$. One way to compute these integrals is to diagonalise $G$, form the products $\rho_{ij}(x)=\varphi_i(x)\varphi_j(x)^*$, apply $w$ to each and contract the result with $\rho_{ij}^*$. On a periodic grid with a translation-invariant kernel, applying $w$ is a multiplication in Fourier space. As long as $G$ is kept fixed, the stored $K_{ij}$ serve every exponent, and

$$E_b(G)-E_a(G)=\tfrac12\sum_{ij}\left[(n_in_j)^a-(n_in_j)^b\right]K_{ij}.$$

For two different orbitals with occupations 0.9 and 0.1, the two orderings of the pair together contribute $-0.3\,K_{ij}$ to the exchange part of the Müller energy and $-0.09\,K_{ij}$ to that of the Hartree–Fock expression.

Quadrature weights $\omega_x$ are absorbed into the orbitals: $\varphi_i(x)=\sqrt{\omega_x}\,\psi_i(r_x)$, where $\psi_i(r_x)$ is the value of the orbital at the grid point $r_x$. Orthonormality under the quadrature rule is then a plain sum over $x$.

## Expansion in natural orbitals and comparison pair by pair

**Occupations.** Since $G\varphi_i=n_i\varphi_i$ and $\varphi_i$ is normalised, $n_i=\varphi_i^\dagger G\varphi_i\ge0$ and $1-n_i=\varphi_i^\dagger(1-G)\varphi_i\ge0$.

**Expansion.** Multiplying $(G^a)_{xy}$ by its complex conjugate gives

$$|(G^a)_{xy}|^2=\sum_{ij}n_i^an_j^a\,\varphi_i(x)\varphi_i(y)^*\varphi_j(x)^*\varphi_j(y)
=\sum_{ij}n_i^an_j^a\,\rho_{ij}(x)\rho_{ij}(y)^* .$$

The left side is real, so each term on the right may be replaced by its real part. Multiplying by $w(x,y)$ and summing over the grid gives the identity above, with

$$K_{ij}=\sum_{xy}w(x,y)\,\mathrm{Re}\left[\rho_{ij}(x)\rho_{ij}(y)^*\right].$$

**Sign of the integrals.** Write $\rho_{ij}=r+\mathrm{i}s$ with $r$ and $s$ real. The real part in the bracket is $r(x)r(y)+s(x)s(y)$, so $K_{ij}$ is the quadratic form of $w$ at $r$ plus the same form at $s$. Both are nonnegative.

**Comparison.** If $n_i=0$, then $n_i^a=n_i^b=0$. If $0<n_i\le1$, then $n_i^b=n_i^a\,n_i^{b-a}\le n_i^a$. All these powers are nonnegative, so $n_i^bn_j^b\le n_i^an_j^a$. Multiplying by $K_{ij}\ge0$ and summing gives the bound.

**Equality.** Now let the quadratic form be strictly positive for $v\ne0$, and let $a<b$. If the two sums agree, their ordered terms agree one by one, including those with $i=j$. There $\rho_{ii}=|\varphi_i|^2$ is real and nonzero, because $\varphi_i$ is normalised, so $K_{ii}>0$ and $n_i^{2a}=n_i^{2b}$. This excludes $0<n_i<1$. Conversely, if every occupation is 0 or 1, all the powers coincide. By the spectral decomposition this is the condition $G^2=G$.

## The definitions and theorems in Lean

```lean
import Mathlib

open Matrix ComplexConjugate
open scoped ComplexOrder

namespace PowerFunctional

noncomputable section

variable {n : Type*} [Fintype n] [DecidableEq n] {G : Matrix n n ℂ} {w : Matrix n n ℝ} {a b : ℝ}

/-- The natural orbitals of a Hermitian matrix `G`: column `i` is the `i`-th eigenvector. -/
def orbitals (hG : G.IsHermitian) : Matrix n n ℂ := (hG.eigenvectorUnitary : Matrix n n ℂ)

/-- The power `G^a`: same natural orbitals, each occupation raised to the exponent `a`.
It is meant for `G ≥ 0` and `a > 0`. -/
def power (hG : G.IsHermitian) (a : ℝ) : Matrix n n ℂ :=
  orbitals hG * diagonal (fun i => ((hG.eigenvalues i ^ a : ℝ) : ℂ)) * (orbitals hG)ᴴ

/-- The exchange sum `∑ w(x,y) |A(x,y)|²` over the grid. -/
def exchangeSum (w : Matrix n n ℝ) (A : Matrix n n ℂ) : ℝ :=
  ∑ x, ∑ y, w x y * ‖A x y‖ ^ 2

/-- The (real part of the) exchange integral `K_ij` of the orbitals in columns `i`, `j` of `U`. -/
def exchangeIntegral (w : Matrix n n ℝ) (U : Matrix n n ℂ) (i j : n) : ℝ :=
  ∑ x, ∑ y, w x y * (U x i * conj (U x j) * conj (U y i * conj (U y j))).re

/-- The power functional: one-body energy with matrix `h`, plus classical repulsion, minus half
the exchange sum of `G^a`. -/
def powerEnergy (h : Matrix n n ℂ) (w : Matrix n n ℝ) (hG : G.IsHermitian) (a : ℝ) : ℝ :=
  (trace (h * G)).re + 1 / 2 * ∑ x, ∑ y, w x y * (G x x).re * (G y y).re
    - 1 / 2 * exchangeSum w (power hG a)

/-- The first power of a Hermitian `G` is `G` itself. -/
theorem power_one (hG : G.IsHermitian) : power hG 1 = G := by
  have h := hG.spectral_theorem
  simp only [Unitary.conjStarAlgAut_apply] at h
  simp only [power, Real.rpow_one]
  exact h.symm

/-- The natural orbitals are orthonormal. -/
theorem orbitals_orthonormal (hG : G.IsHermitian) : (orbitals hG)ᴴ * orbitals hG = 1 :=
  mem_unitaryGroup_iff'.mp hG.eigenvectorUnitary.2

/-- If `G ≤ 1`, no natural occupation exceeds one. -/
theorem occupation_le_one (hG : G.IsHermitian) (h1 : (1 - G).PosSemidef) (i : n) :
    hG.eigenvalues i ≤ 1 := by
  have hU := orbitals_orthonormal hG
  have hp := power_one hG
  simp only [power, Real.rpow_one] at hp
  -- in natural orbitals `G` is the diagonal matrix of occupations
  have hD : (orbitals hG)ᴴ * G * orbitals hG = diagonal (fun i => (hG.eigenvalues i : ℂ)) := by
    calc _ = (orbitals hG)ᴴ * (orbitals hG * diagonal (fun i => (hG.eigenvalues i : ℂ))
          * (orbitals hG)ᴴ) * orbitals hG := by rw [hp]
      _ = ((orbitals hG)ᴴ * orbitals hG) * diagonal (fun i => (hG.eigenvalues i : ℂ))
          * ((orbitals hG)ᴴ * orbitals hG) := by simp only [Matrix.mul_assoc]
      _ = _ := by rw [hU, Matrix.one_mul, Matrix.mul_one]
  have h := (h1.conjTranspose_mul_mul_same (orbitals hG)).diag_nonneg (i := i)
  rw [Matrix.mul_sub, Matrix.sub_mul, Matrix.mul_one, hU, hD, Matrix.sub_apply,
    Matrix.one_apply_eq, Matrix.diagonal_apply_eq] at h
  have h' : (hG.eigenvalues i : ℂ) ≤ 1 := sub_nonneg.mp h
  exact_mod_cast h'

omit [DecidableEq n] in
/-- Exchange integrals of a positive semidefinite kernel are nonnegative. -/
theorem exchangeIntegral_nonneg (hw : ∀ v : n → ℝ, 0 ≤ v ⬝ᵥ w *ᵥ v)
    (U : Matrix n n ℂ) (i j : n) : 0 ≤ exchangeIntegral w U i j := by
  -- split the orbital product into real and imaginary parts
  have e : exchangeIntegral w U i j =
      (fun x => (U x i * conj (U x j)).re) ⬝ᵥ w *ᵥ (fun x => (U x i * conj (U x j)).re)
      + (fun x => (U x i * conj (U x j)).im) ⬝ᵥ w *ᵥ (fun x => (U x i * conj (U x j)).im) := by
    simp only [exchangeIntegral, dotProduct, mulVec, Finset.mul_sum, ← Finset.sum_add_distrib]
    refine Finset.sum_congr rfl fun x _ => Finset.sum_congr rfl fun y _ => ?_
    rw [Complex.mul_re (U x i * conj (U x j)), Complex.conj_re, Complex.conj_im]
    ring
  rw [e]
  exact add_nonneg (hw _) (hw _)

/-- In natural orbitals the exchange sum of `G^a` is `∑ n_i^a n_j^a K_ij`. -/
theorem exchangeSum_power (w : Matrix n n ℝ) (hG : G.IsHermitian) (a : ℝ) :
    exchangeSum w (power hG a) = ∑ i, ∑ j, hG.eigenvalues i ^ a * hG.eigenvalues j ^ a
      * exchangeIntegral w (orbitals hG) i j := by
  have key : ∀ x y, ‖power hG a x y‖ ^ 2 = ∑ i, ∑ j,
      hG.eigenvalues i ^ a * hG.eigenvalues j ^ a * (orbitals hG x i * conj (orbitals hG x j)
        * conj (orbitals hG y i * conj (orbitals hG y j))).re := by
    intro x y
    have hp : power hG a x y = ∑ i, orbitals hG x i * ((hG.eigenvalues i ^ a : ℝ) : ℂ)
        * conj (orbitals hG y i) := by
      rw [power, Matrix.mul_apply]
      simp only [mul_diagonal, conjTranspose_apply, starRingEnd_apply]
    have hz : ‖power hG a x y‖ ^ 2 = (power hG a x y * conj (power hG a x y)).re := by
      rw [Complex.mul_conj, Complex.ofReal_re, Complex.sq_norm]
    rw [hz, hp, map_sum, Finset.sum_mul_sum, Complex.re_sum]
    refine Finset.sum_congr rfl fun i _ => ?_
    rw [Complex.re_sum]
    refine Finset.sum_congr rfl fun j _ => ?_
    rw [← Complex.re_ofReal_mul]
    congr 1
    simp only [map_mul, Complex.conj_conj, Complex.conj_ofReal, Complex.ofReal_mul]
    ring
  -- exchange grid sums and orbital sums
  have swap : ∀ f : n → n → n → n → ℝ,
      ∑ x, ∑ y, ∑ i, ∑ j, f x y i j = ∑ i, ∑ j, ∑ x, ∑ y, f x y i j := by
    intro f
    calc _ = ∑ x, ∑ i, ∑ y, ∑ j, f x y i j := Finset.sum_congr rfl fun x _ => Finset.sum_comm
      _ = ∑ i, ∑ x, ∑ y, ∑ j, f x y i j := Finset.sum_comm
      _ = ∑ i, ∑ x, ∑ j, ∑ y, f x y i j := Finset.sum_congr rfl fun i _ =>
          Finset.sum_congr rfl fun x _ => Finset.sum_comm
      _ = _ := Finset.sum_congr rfl fun i _ => Finset.sum_comm
  simp only [exchangeSum, exchangeIntegral, key, Finset.mul_sum]
  refine (swap _).trans ?_
  refine Finset.sum_congr rfl fun i _ => Finset.sum_congr rfl fun j _ =>
    Finset.sum_congr rfl fun x _ => Finset.sum_congr rfl fun y _ => ?_
  ring

/-- For `0 ≤ G ≤ 1`, a positive semidefinite kernel and `0 < a ≤ b`, each orbital pair contributes
no more to the exchange sum of `G^b` than to that of `G^a`. -/
theorem pair_le (hw : ∀ v : n → ℝ, 0 ≤ v ⬝ᵥ w *ᵥ v) (hG : G.PosSemidef)
    (h1 : (1 - G).PosSemidef) (ha : 0 < a) (hab : a ≤ b) (i j : n) :
    hG.1.eigenvalues i ^ b * hG.1.eigenvalues j ^ b * exchangeIntegral w (orbitals hG.1) i j ≤
    hG.1.eigenvalues i ^ a * hG.1.eigenvalues j ^ a * exchangeIntegral w (orbitals hG.1) i j := by
  have h0 : ∀ k, 0 ≤ hG.1.eigenvalues k := fun k => hG.eigenvalues_nonneg k
  have hle := fun k => Real.rpow_le_rpow_of_exponent_ge' (h0 k)
    (occupation_le_one hG.1 h1 k) ha.le hab
  exact mul_le_mul_of_nonneg_right (mul_le_mul (hle i) (hle j) (Real.rpow_nonneg (h0 j) _)
    (Real.rpow_nonneg (h0 i) _)) (exchangeIntegral_nonneg hw _ i j)

/-- For `0 ≤ G ≤ 1`, a positive semidefinite kernel and `0 < a ≤ b`, the exchange sum of `G^b`
is at most that of `G^a`. -/
theorem exchangeSum_antitone (hw : ∀ v : n → ℝ, 0 ≤ v ⬝ᵥ w *ᵥ v) (hG : G.PosSemidef)
    (h1 : (1 - G).PosSemidef) (ha : 0 < a) (hab : a ≤ b) :
    exchangeSum w (power hG.1 b) ≤ exchangeSum w (power hG.1 a) := by
  rw [exchangeSum_power, exchangeSum_power]
  exact Finset.sum_le_sum fun i _ => Finset.sum_le_sum fun j _ => pair_le hw hG h1 ha hab i j

/-- At fixed `0 ≤ G ≤ 1` and for a positive semidefinite kernel, raising the positive exponent
never lowers the power-functional energy. -/
theorem powerEnergy_mono (h : Matrix n n ℂ) (hw : ∀ v : n → ℝ, 0 ≤ v ⬝ᵥ w *ᵥ v)
    (hG : G.PosSemidef) (h1 : (1 - G).PosSemidef) (ha : 0 < a) (hab : a ≤ b) :
    powerEnergy h w hG.1 a ≤ powerEnergy h w hG.1 b := by
  have := exchangeSum_antitone hw hG h1 ha hab
  unfold powerEnergy
  linarith

/-- For `0 ≤ G ≤ 1`, a strictly positive definite kernel and `0 < a < b`, the two exchange sums
agree exactly when every natural occupation is zero or one. -/
theorem exchangeSum_eq_iff (hw : ∀ v : n → ℝ, v ≠ 0 → 0 < v ⬝ᵥ w *ᵥ v) (hG : G.PosSemidef)
    (h1 : (1 - G).PosSemidef) (ha : 0 < a) (hab : a < b) :
    exchangeSum w (power hG.1 a) = exchangeSum w (power hG.1 b)
      ↔ ∀ i, hG.1.eigenvalues i = 0 ∨ hG.1.eigenvalues i = 1 := by
  rw [exchangeSum_power, exchangeSum_power]
  constructor
  · intro h i
    have hw' : ∀ v : n → ℝ, 0 ≤ v ⬝ᵥ w *ᵥ v := by
      intro v
      by_cases hv : v = 0
      · simp [hv]
      · exact (hw v hv).le
    -- equal sums of ordered terms are equal term by term
    have hle := pair_le hw' hG h1 ha hab.le
    have hi := (Finset.sum_eq_sum_iff_of_le
      (fun i _ => Finset.sum_le_sum fun j _ => hle i j)).mp h.symm i (Finset.mem_univ i)
    have hii := (Finset.sum_eq_sum_iff_of_le (fun j _ => hle i j)).mp hi i (Finset.mem_univ i)
    have hv : (fun x => Complex.normSq (orbitals hG.1 x i)) ≠ 0 := by
      intro hz
      have hx : ∀ x, orbitals hG.1 x i = 0 := fun x => Complex.normSq_eq_zero.mp (congrFun hz x)
      have hc := congrFun (congrFun (orbitals_orthonormal hG.1) i) i
      rw [Matrix.mul_apply, Matrix.one_apply_eq] at hc
      simp [hx] at hc
    -- the self-exchange integral is strictly positive
    have hK : 0 < exchangeIntegral w (orbitals hG.1) i i := by
      convert hw _ hv using 1
      simp only [exchangeIntegral, dotProduct, mulVec, Finset.mul_sum]
      refine Finset.sum_congr rfl fun x _ => Finset.sum_congr rfl fun y _ => ?_
      simp only [Complex.mul_conj, Complex.conj_ofReal, ← Complex.ofReal_mul, Complex.ofReal_re]
      ring
    have hsq := mul_right_cancel₀ hK.ne' hii
    by_contra hne
    rw [not_or] at hne
    have hp : 0 < hG.1.eigenvalues i := lt_of_le_of_ne (hG.eigenvalues_nonneg i) (Ne.symm hne.1)
    have hlt := Real.rpow_lt_rpow_of_exponent_gt hp
      (lt_of_le_of_ne (occupation_le_one hG.1 h1 i) hne.2) hab
    have hb := Real.rpow_pos_of_pos hp b
    nlinarith
  · intro h01
    have hpow : ∀ i, hG.1.eigenvalues i ^ a = hG.1.eigenvalues i ^ b := by
      intro i
      rcases h01 i with h | h
      · rw [h, Real.zero_rpow ha.ne', Real.zero_rpow (ha.trans hab).ne']
      · rw [h, Real.one_rpow, Real.one_rpow]
    simp only [hpow]

end

end PowerFunctional
```

```lean
#print axioms PowerFunctional.powerEnergy_mono
#print axioms PowerFunctional.exchangeSum_eq_iff
```

```
'PowerFunctional.powerEnergy_mono' depends on axioms: [propext, Classical.choice, Quot.sound]
'PowerFunctional.exchangeSum_eq_iff' depends on axioms: [propext, Classical.choice, Quot.sound]
```

## From Lean hypotheses to grid, orbitals and kernel

The finite type `n` labels both the grid points and the orbitals. Column `i` of `orbitals hG` is $\varphi_i$, `hG.eigenvalues i` is $n_i$, and `power hG a` is $G^a$. The theorem `power_one` confirms that this construction returns $G$ at exponent 1.

The hypothesis `hG : G.PosSemidef` says $G\ge0$ and includes hermiticity, which is extracted as `hG.1`. The hypothesis `h1 : (1 - G).PosSemidef` says $G\le1$, the Pauli bound for one spin channel or for spin orbitals. The condition `hw` is positivity of the repulsion: no real charge distribution on the grid has negative self-energy. Symmetry of `w` is not required.

In `powerEnergy`, the matrix `h` is the one-body Hamiltonian. The definition takes the real part of the trace, so the theorem holds for any complex `h`. The bound on the exchange sums is `exchangeSum_antitone`, the energy ordering is `powerEnergy_mono`, and the equality case is `exchangeSum_eq_iff`.

## The same steps in the Lean proof

`occupation_le_one` transforms $1-G$ to natural orbitals, using `orbitals_orthonormal`, and reads off a diagonal entry. `exchangeIntegral_nonneg` splits the orbital product into real and imaginary parts and applies `hw` to each.

In `exchangeSum_power`, the step `key` expands $|(G^a)_{xy}|^2$, and `swap` moves the orbital sums outside the grid sums. `pair_le` combines the ordering of powers on $[0,1]$ with the sign of $K_{ij}$. `exchangeSum_antitone` then sums over pairs, and `powerEnergy_mono` follows by linear arithmetic.

For equality, `Finset.sum_eq_sum_iff_of_le` is used twice, first to isolate orbital `i` and then the pair `i`, `i`. The step `hK` proves $K_{ii}>0$, which allows the integral to be cancelled. The final `nlinarith` rules out a fractional occupation.

## Where the ordering holds and where it can fail

For a positive semidefinite kernel and positive exponents, the ordering holds on every finite grid, for every one-body matrix and every $G$ with $0\le G\le1$, whatever its particle number. It compares two energies at the same $G$. If both functionals are minimised over the same set of density matrices, the minimum values inherit the ordering by a short further argument, although the minimisers may differ. Nothing here says which exponent is closer to the true interacting energy, and the continuum limit is not treated.

Two conditions deserve attention in an implementation.

- **The kernel at coincident points.** Nonnegative entries of $w$ are not enough. Take two grid points with $w(1,1)=w(2,2)=0$ and $w(1,2)=w(2,1)=1$, and orbitals $(1,\pm1)/\sqrt2$ with occupations 1 and $1/2$. The exchange sum is about 0.043 at exponent $1/2$ and 0.125 at exponent 1, so the ordering is reversed. Deleting the diagonal of a Coulomb matrix to avoid its singularity can therefore destroy the bound.
- **Spin-summed occupations.** Positivity of $G$ alone is not enough either. On a single grid point with $w=1$ and $G=2$, the exchange sum is $2^{2a}$, which grows with $a$. When a spin-summed density matrix has occupations above 1, the exchange bound can be applied to its separate spin channels instead, since each of them has occupations in $[0,1]$.

The equality criterion needs more than a positive semidefinite kernel. On a periodic grid, setting the zero-wavevector component of the Coulomb kernel to zero gives a uniform density no self-energy. A single plane-wave orbital with occupation strictly between 0 and 1, all others being empty, then has exchange sum zero at every positive exponent, although $G$ is not idempotent.

With spin-orbital labels, a spin-independent kernel is also only semidefinite, because opposite charges in the two spin components cancel. The theorem `exchangeSum_eq_iff` then does not apply as stated. Its conclusion still holds if the spatial kernel is strictly positive, since the argument uses strict positivity only for the densities $|\varphi_i|^2$, which cannot cancel.
